# A square orthonormalizing matrix turns the Roothaan equation into one with unit overlap

The orthonormalizing matrix $X$ is specified here only by the equation $X^TSX=1$, where $S$ is the overlap matrix of a finite real basis; no particular construction of $X$ is built in, and $X$ may have fewer columns than rows. This lets one definition serve both a linearly independent basis, where $X$ can be square, and a dependent one, where it cannot be.

```lean
import Mathlib

open Matrix

namespace BasisOrthonormalization

variable {n m k : Type*} [Fintype n] [DecidableEq n] [Fintype m] [DecidableEq m]
  [Fintype k] [DecidableEq k]

/-- The columns of `X` are combinations of basis functions that are orthonormal
with respect to the overlap matrix `S`. -/
def IsOrthonormalizer (S : Matrix n n ℝ) (X : Matrix n m ℝ) : Prop :=
  Xᵀ * S * X = 1

/-- The orbitals with coefficients `C` and energies `ε` satisfy the Roothaan equation
`F C = S C diag(ε)` and are orthonormal with respect to the overlap `S`. -/
def IsRoothaanSolution (F S : Matrix n n ℝ) (C : Matrix n k ℝ) (ε : k → ℝ) : Prop :=
  F * C = S * C * diagonal ε ∧ Cᵀ * S * C = 1

omit [DecidableEq n] [Fintype k] [DecidableEq k] in
/-- In an orthonormalized set of functions the overlap of orbitals is the plain
product of their coefficients. -/
theorem overlap_transform {S : Matrix n n ℝ} {X : Matrix n m ℝ}
    (h : IsOrthonormalizer S X) (C : Matrix m k ℝ) :
    (X * C)ᵀ * S * (X * C) = Cᵀ * C := by
  calc (X * C)ᵀ * S * (X * C) = Cᵀ * (Xᵀ * S * X) * C := by
        simp only [Matrix.transpose_mul, Matrix.mul_assoc]
    _ = Cᵀ * C := by rw [show Xᵀ * S * X = 1 from h, Matrix.mul_one]

/-- If a square `X` orthonormalizes the basis, the overlap matrix is invertible and
its inverse is `X Xᵀ`. -/
theorem mul_transpose_eq_inv {S X : Matrix n n ℝ} (h : IsOrthonormalizer S X) :
    IsUnit S.det ∧ X * Xᵀ = S⁻¹ := by
  -- a one-sided inverse of a square matrix is two-sided
  have h1 : X * (Xᵀ * S) = 1 := mul_eq_one_comm.mp h
  have h2 : X * Xᵀ * S = 1 := by rw [Matrix.mul_assoc, h1]
  exact ⟨Matrix.isUnit_det_of_left_inverse h2, (Matrix.inv_eq_left_inv h2).symm⟩

/-- A basis that a square `X` orthonormalizes has no linear dependence: only the zero
vector is annihilated by the overlap matrix. -/
theorem no_linear_dependence {S X : Matrix n n ℝ} (h : IsOrthonormalizer S X)
    {v : n → ℝ} (hv : S *ᵥ v = 0) : v = 0 := by
  obtain ⟨hu, -⟩ := mul_transpose_eq_inv h
  calc v = (S⁻¹ * S) *ᵥ v := by rw [Matrix.nonsing_inv_mul S hu, Matrix.one_mulVec]
    _ = S⁻¹ *ᵥ (S *ᵥ v) := (Matrix.mulVec_mulVec _ _ _).symm
    _ = 0 := by rw [hv, Matrix.mulVec_zero]

/-- Let `X` orthonormalize the basis. If `S X Xᵀ F = F`, the Roothaan problem for `X C'` is
equivalent to the problem for `C'` with Fock matrix `Xᵀ F X` and unit overlap. -/
theorem roothaan_iff_of_range {S F : Matrix n n ℝ} {X : Matrix n m ℝ}
    (h : IsOrthonormalizer S X) (hr : S * X * Xᵀ * F = F)
    (C' : Matrix m k ℝ) (ε : k → ℝ) :
    IsRoothaanSolution F S (X * C') ε ↔ IsRoothaanSolution (Xᵀ * F * X) 1 C' ε := by
  unfold IsRoothaanSolution
  rw [overlap_transform h, Matrix.mul_one]
  refine and_congr_left fun _ => ⟨fun hE => ?_, fun hE => ?_⟩
  · -- project the equation with `Xᵀ`
    calc Xᵀ * F * X * C' = Xᵀ * (F * (X * C')) := by simp only [Matrix.mul_assoc]
      _ = Xᵀ * (S * (X * C') * diagonal ε) := by rw [hE]
      _ = Xᵀ * S * X * C' * diagonal ε := by simp only [Matrix.mul_assoc]
      _ = (1 : Matrix m m ℝ) * C' * diagonal ε := by rw [show Xᵀ * S * X = 1 from h]
  · -- lift the projected equation back with `S X`
    calc F * (X * C') = S * X * Xᵀ * F * (X * C') := by rw [hr]
      _ = S * X * (Xᵀ * F * X * C') := by simp only [Matrix.mul_assoc]
      _ = S * X * ((1 : Matrix m m ℝ) * C' * diagonal ε) := by rw [hE]
      _ = S * (X * C') * diagonal ε := by simp only [Matrix.one_mul, Matrix.mul_assoc]

/-- For a square orthonormalizing `X`, the orbitals `X C'` solve the Roothaan problem
exactly when `C'` solves the problem with Fock matrix `Xᵀ F X` and unit overlap; and
every `C` is of this form, with `C' = Xᵀ S C`. -/
theorem roothaan_iff {S X : Matrix n n ℝ} (h : IsOrthonormalizer S X)
    (F : Matrix n n ℝ) (ε : k → ℝ) :
    (∀ C' : Matrix n k ℝ,
      IsRoothaanSolution F S (X * C') ε ↔ IsRoothaanSolution (Xᵀ * F * X) 1 C' ε) ∧
    ∀ C : Matrix n k ℝ, X * (Xᵀ * S * C) = C := by
  obtain ⟨hu, hX⟩ := mul_transpose_eq_inv h
  refine ⟨fun C' => roothaan_iff_of_range h ?_ C' ε, fun C => ?_⟩
  · rw [Matrix.mul_assoc S X Xᵀ, hX, Matrix.mul_nonsing_inv S hu, Matrix.one_mul]
  · calc X * (Xᵀ * S * C) = X * Xᵀ * S * C := by simp only [Matrix.mul_assoc]
      _ = C := by rw [hX, Matrix.nonsing_inv_mul S hu, Matrix.one_mul]

/-- Given one square orthonormalizing `X`, a matrix `Y` also orthonormalizes the basis
exactly when `X⁻¹ Y` is orthogonal. -/
theorem orthonormalizer_iff_orthogonal {S X : Matrix n n ℝ}
    (h : IsOrthonormalizer S X) (Y : Matrix n n ℝ) :
    IsOrthonormalizer S Y ↔ (X⁻¹ * Y)ᵀ * (X⁻¹ * Y) = 1 := by
  have hu : IsUnit X.det := Matrix.isUnit_det_of_left_inverse h
  have hY : X * (X⁻¹ * Y) = Y := by
    rw [← Matrix.mul_assoc, Matrix.mul_nonsing_inv X hu, Matrix.one_mul]
  rw [← overlap_transform h, hY]
  rfl

omit [DecidableEq n] in
/-- Canonical orthogonalization: if the columns of `U` diagonalize the overlap with
positive values `s`, dividing each column by `√s` orthonormalizes them. -/
theorem canonical_orthogonalization {S : Matrix n n ℝ} {U : Matrix n m ℝ} {s : m → ℝ}
    (hU : Uᵀ * S * U = diagonal s) (hs : ∀ i, 0 < s i) :
    IsOrthonormalizer S (U * diagonal fun i => (√(s i))⁻¹) := by
  have key : ∀ a b : ℝ, a ≠ 0 → a * a = b → a⁻¹ * b * a⁻¹ = 1 := by
    rintro a _ ha rfl
    field_simp
  have hd : (fun i => (√(s i))⁻¹ * s i * (√(s i))⁻¹) = fun _ => (1 : ℝ) :=
    funext fun i => key _ _ (Real.sqrt_pos.mpr (hs i)).ne' (Real.mul_self_sqrt (hs i).le)
  unfold IsOrthonormalizer
  calc (U * diagonal fun i => (√(s i))⁻¹)ᵀ * S * (U * diagonal fun i => (√(s i))⁻¹)
      = (diagonal fun i => (√(s i))⁻¹) * (Uᵀ * S * U) * diagonal fun i => (√(s i))⁻¹ := by
        simp only [Matrix.transpose_mul, Matrix.diagonal_transpose, Matrix.mul_assoc]
    _ = diagonal fun i => (√(s i))⁻¹ * s i * (√(s i))⁻¹ := by
        rw [hU, Matrix.diagonal_mul_diagonal, Matrix.diagonal_mul_diagonal]
    _ = 1 := by rw [hd, Matrix.diagonal_one]

/-- In a possibly linearly dependent basis, let `S` and `F` be symmetric, let `F` vanish on the null
vectors of `S`, and let an orthonormalizing `X` satisfy `S X Xᵀ S = S`. Then the Roothaan problem
for `X C'` is equivalent to the smaller problem with Fock matrix `Xᵀ F X` and unit overlap. -/
theorem roothaan_iff_of_dependent {S F : Matrix n n ℝ} {X : Matrix n m ℝ}
    (hS : Sᵀ = S) (hF : Fᵀ = F) (h : IsOrthonormalizer S X)
    (hc : S * X * Xᵀ * S = S) (hnull : ∀ v : n → ℝ, S *ᵥ v = 0 → F *ᵥ v = 0)
    (C' : Matrix m k ℝ) (ε : k → ℝ) :
    IsRoothaanSolution F S (X * C') ε ↔ IsRoothaanSolution (Xᵀ * F * X) 1 C' ε := by
  -- the columns of `1 - X Xᵀ S` are null vectors of `S`, hence of `F`
  have hSM : S * (1 - X * Xᵀ * S) = 0 := by
    have h1 : S * (X * Xᵀ * S) = S := by
      simpa only [Matrix.mul_assoc] using hc
    rw [Matrix.mul_sub, Matrix.mul_one, h1, sub_self]
  have hFM : F * (1 - X * Xᵀ * S) = 0 := by
    obtain ⟨M, hM⟩ : ∃ M : Matrix n n ℝ, M = 1 - X * Xᵀ * S := ⟨_, rfl⟩
    rw [← hM] at hSM ⊢
    ext i j
    have hj : S *ᵥ (fun l => M l j) = 0 := by
      funext l
      have h1 := congrFun (congrFun hSM l) j
      rw [Matrix.mul_apply] at h1
      exact h1
    rw [Matrix.mul_apply]
    exact congrFun (hnull _ hj) i
  have hFX : F * (X * Xᵀ * S) = F := by
    rw [Matrix.mul_sub, Matrix.mul_one] at hFM
    exact (sub_eq_zero.mp hFM).symm
  -- transposition turns this into the range condition
  refine roothaan_iff_of_range h ?_ C' ε
  calc S * X * Xᵀ * F = (F * (X * Xᵀ * S))ᵀ := by
        simp only [Matrix.transpose_mul, Matrix.transpose_transpose, hS, hF,
          Matrix.mul_assoc]
    _ = F := by rw [hFX, hF]

/-- Overlap matrix of two orthonormal functions with the second one listed twice. -/
def dupS : Matrix (Fin 3) (Fin 3) ℝ := !![1, 0, 0; 0, 1, 1; 0, 1, 1]

/-- Fock matrix in the basis with the second function listed twice. -/
def dupF (a b c : ℝ) : Matrix (Fin 3) (Fin 3) ℝ := !![a, b, b; b, c, c; b, c, c]

/-- The first function, and the average of the two copies of the second. -/
noncomputable def dupX : Matrix (Fin 3) (Fin 2) ℝ := !![1, 0; 0, 1/2; 0, 1/2]

/-- The basis with a duplicated function meets all conditions of
`roothaan_iff_of_dependent`. -/
theorem roothaan_iff_of_dependent_witness (a b c : ℝ) :
    dupSᵀ = dupS ∧ (dupF a b c)ᵀ = dupF a b c ∧ IsOrthonormalizer dupS dupX ∧
    dupS * dupX * dupXᵀ * dupS = dupS ∧
    ∀ v : Fin 3 → ℝ, dupS *ᵥ v = 0 → dupF a b c *ᵥ v = 0 := by
  refine ⟨?_, ?_, ?_, ?_, fun v hv => ?_⟩
  · ext i j
    fin_cases i <;> fin_cases j <;> simp [dupS]
  · ext i j
    fin_cases i <;> fin_cases j <;> simp [dupF]
  · unfold IsOrthonormalizer
    ext i j
    simp only [Matrix.mul_apply, Matrix.transpose_apply, Fin.sum_univ_three]
    fin_cases i <;> fin_cases j <;> simp [dupS, dupX]
    norm_num
  · ext i j
    simp only [Matrix.mul_apply, Matrix.transpose_apply, Fin.sum_univ_three,
      Fin.sum_univ_two]
    fin_cases i <;> fin_cases j <;> simp [dupS, dupX] <;> norm_num
  · have e0 : v 0 = 0 := by
      simpa [dupS, Matrix.mulVec, dotProduct, Fin.sum_univ_three] using congrFun hv 0
    have e1 : v 1 + v 2 = 0 := by
      simpa [dupS, Matrix.mulVec, dotProduct, Fin.sum_univ_three] using congrFun hv 1
    have e2 : v 2 = -v 1 := by linarith
    ext i
    fin_cases i <;>
      simp [dupF, Matrix.mulVec, dotProduct, Fin.sum_univ_three, e0, e2]

end BasisOrthonormalization
```

## Overlap, Fock matrix and orbitals

The type `n` labels the basis functions $\chi_i$, for example contracted Gaussians. The matrices `S` and `F` stand for $S_{ij}=\langle\chi_i|\chi_j\rangle$ and $F_{ij}=\langle\chi_i|\hat f|\chi_j\rangle$, with $\hat f$ the Fock operator. In Lean they are simply real matrices, and any property of these integrals that a theorem needs appears as a hypothesis.

The type `m` labels the retained combinations of basis functions, whose coefficients are the columns of `X`. `IsOrthonormalizer S X` says that these combinations are orthonormal.

The type `k` labels the orbitals. `IsRoothaanSolution F S C ε` says that

$$FC=SC\,\mathrm{diag}(\varepsilon),\qquad C^TSC=1,$$

so the columns of $C$ are the coefficients of orthonormal orbitals that diagonalize the given Fock matrix, with energies $\varepsilon$. They may be all the orbitals or only some of them. The transformed problem is the same predicate with $X^TFX$ in place of $F$ and $1$ in place of $S$.

Self-consistent-field programs that obtain new orbitals by diagonalizing a Fock matrix meet this problem in each iteration. The theorems treat one such step, with a fixed Fock matrix in a finite real basis; they do not address the dependence of $F$ on $C$, convergence, or the existence of solutions.

## A basis without linear dependence

Let $X$ be square with $X^TSX=1$. The matrix $F$ need not be symmetric, while the symmetry of $S$ follows from the hypothesis, since it gives $S^{-1}=XX^T$. The theorems then state the following.

- $S$ is invertible and $XX^T=S^{-1}$ (`mul_transpose_eq_inv`), so $Sv=0$ forces $v=0$ (`no_linear_dependence`).
- $XC'$ solves the original problem exactly when $C'$ solves the transformed one, with the same energies. Every $C$ has the form $XC'$, with $C'=X^TSC$ (`roothaan_iff`).
- A square $Y$ satisfies $Y^TSY=1$ exactly when $X^{-1}Y$ is orthogonal (`orthonormalizer_iff_orthogonal`).

For the first statement, read the hypothesis as $(X^TS)X=1$. A one-sided inverse of a square matrix is two-sided, so $X(X^TS)=1$, that is, $(XX^T)S=1$. Hence $S$ is invertible with inverse $XX^T$, and $Sv=0$ gives $v=S^{-1}Sv=0$. In Lean, `mul_eq_one_comm` exchanges the two factors, and regrouping the product exhibits $XX^T$ as the inverse.

The normalization transforms by

$$(XC')^TS(XC')=C'^T(X^TSX)C'=C'^TC'.$$

This is `overlap_transform`, which also holds for rectangular $X$. It makes the two normalization conditions identical, so only the energy equations remain to be compared.

Suppose first that $FXC'=SXC'\,\mathrm{diag}(\varepsilon)$. Multiplying from the left by $X^T$ gives

$$X^TFXC'=X^TSXC'\,\mathrm{diag}(\varepsilon)=C'\,\mathrm{diag}(\varepsilon).$$

Conversely, multiply the transformed equation from the left by $SX$:

$$SXX^TF\,XC'=SXC'\,\mathrm{diag}(\varepsilon).$$

This is the original equation provided that $SXX^TF=F$. For square $X$ the condition is automatic, because $SXX^T=SS^{-1}=1$. The same inverse gives $X(X^TSC)=S^{-1}SC=C$, so no solution is lost by writing $C=XC'$.

The lemma `roothaan_iff_of_range` carries out this argument with $SXX^TF=F$ as its hypothesis `hr`. After `overlap_transform` has matched the normalizations, `and_congr_left` leaves the two implications between the energy equations, and the two `calc` blocks are the multiplications by $X^T$ and by $SX$. Only the second uses `hr`. The theorem `roothaan_iff` supplies `hr` from the inverse of $S$.

For the freedom in choosing an orthonormalizer, put $Q=X^{-1}Y$, so that $Y=XQ$. Then

$$Y^TSY=Q^TX^TSXQ=Q^TQ,$$

and one side equals $1$ exactly when the other does. The Lean proof first establishes $X(X^{-1}Y)=Y$ and then applies `overlap_transform` with $Q$ as the coefficient matrix.

## A basis with linear dependence

If $Sv=0$ for some nonzero $v$, no square $X$ can satisfy $X^TSX=1$. A rectangular one may still do so, and `roothaan_iff_of_dependent` gives the same equivalence for $C=XC'$ under further conditions.

Both $S$ and $F$ are now assumed symmetric, as overlap and Fock matrices are for real functions and a real symmetric operator. The hypothesis `hc`, $SXX^TS=S$, says that the retained combinations still span everything the basis spans. Discarding directions with small but nonzero overlap eigenvalues, as a numerical threshold does, violates it, and the theorem does not apply to that truncation.

The hypothesis `hnull` says that $Sv=0$ implies $Fv=0$. Physically, $Sv=0$ means that $\sum_i v_i\chi_i$ has norm zero and is therefore the zero function, so its matrix elements with $\hat f$ vanish too. Since Lean sees only the matrices and not the integrals, this has to be assumed.

The task is again to obtain $SXX^TF=F$. From `hc`,

$$S(1-XX^TS)=S-SXX^TS=0.$$

Each column of $1-XX^TS$ is thus a null vector of $S$, and by `hnull` a null vector of $F$. Therefore

$$F(1-XX^TS)=0,\qquad\text{so}\qquad F=FXX^TS.$$

Transposing, with $F^T=F$ and $S^T=S$, gives $F=SXX^TF$, and the earlier argument applies.

In the Lean proof `hSM` and `hFM` are the two vanishing products. To pass from one to the other, the proof names the matrix $M=1-XX^TS$, reads $SM=0$ column by column, and applies `hnull` to each column. The final `calc` performs the transposition and hands the result to `roothaan_iff_of_range`.

The equivalence concerns coefficient matrices of the form $XC'$. In a dependent basis not every $C$ has this form, since adding a null vector of $S$ to a column changes the coefficients but not the orbital.

## Canonical orthogonalization and a duplicated function

`canonical_orthogonalization` constructs an $X$. Suppose $U^TSU=\mathrm{diag}(s)$ with every $s_i>0$, and set $X=U\,\mathrm{diag}(s_i^{-1/2})$. Then

$$X^TSX=\mathrm{diag}(s_i^{-1/2})\,\mathrm{diag}(s_i)\,\mathrm{diag}(s_i^{-1/2})=1.$$

The usual choice for $U$ is a set of orthonormal eigenvectors of $S$ with positive eigenvalues, but the theorem needs only the displayed diagonal form. In the proof, `key` is the scalar identity $a^{-1}ba^{-1}=1$ for $a^2=b$ and $a\neq0$, used with $a=\sqrt{s_i}$; the `calc` block regroups the matrix product and multiplies the diagonals. The theorem yields $X^TSX=1$ only, so `hc` must be checked separately before `roothaan_iff_of_dependent` is applied to this $X$. For an overlap matrix it holds if the columns of $U$ are orthonormal eigenvectors that include every positive eigenvalue with its full multiplicity, because then $S=U\,\mathrm{diag}(s_i)\,U^T$ and $XX^T=U\,\mathrm{diag}(s_i^{-1})\,U^T$.

The matrices `dupS`, `dupF` and `dupX` give a concrete dependent basis: $\chi_0$ and $\chi_1$ are orthonormal and $\chi_2=\chi_1$. The columns of `dupX` are $\chi_0$ and $(\chi_1+\chi_2)/2$, the latter being $\chi_1$ itself and hence normalized. The theorem `roothaan_iff_of_dependent_witness` confirms all the conditions of the dependent case for any real $a,b,c$ in the Fock matrix.

The matrix identities are checked entry by entry. For the null vectors, $Sv=0$ reads $v_0=0$ and $v_1+v_2=0$. The rows of $Fv$ are then

$$av_0+b(v_1+v_2)=0,\qquad bv_0+c(v_1+v_2)=0,$$

with the second row repeated. The Lean proof extracts the same two equations as `e0` and `e1`, solves the latter for $v_2$, and substitutes.

```lean
#print axioms BasisOrthonormalization.roothaan_iff
#print axioms BasisOrthonormalization.orthonormalizer_iff_orthogonal
#print axioms BasisOrthonormalization.canonical_orthogonalization
#print axioms BasisOrthonormalization.roothaan_iff_of_dependent
```

```
'BasisOrthonormalization.roothaan_iff' depends on axioms: [propext, Classical.choice, Quot.sound]
'BasisOrthonormalization.orthonormalizer_iff_orthogonal' depends on axioms: [propext, Classical.choice, Quot.sound]
'BasisOrthonormalization.canonical_orthogonalization' depends on axioms: [propext, Classical.choice, Quot.sound]
'BasisOrthonormalization.roothaan_iff_of_dependent' depends on axioms: [propext, Classical.choice, Quot.sound]
```
